# The s-wave Friedel oscillation is fixed at large distance by the phase shift at kF

When an impurity scatters only s waves, its phase shift can be read off the computed density change Δρ(r) by fitting the tail of r³ Δρ(r) to a cosine of wave number 2kF. For non-interacting electrons at zero temperature, scattered only in the s channel, with a continuously differentiable phase shift δ(k) on [0, kF] and sin δ(0) = 0, the amplitude and phase of that cosine both follow from δ(kF), which the fit determines up to multiples of π.

## From the Fermi-sea integral to the cosine

Here r is the distance from the scatterer, k the wave number and kF > 0 the Fermi wave number. Scattering turns the free radial wave sin(kr) into sin(kr + δ(k)). The intensity change, integrated over the occupied wave numbers, is

R(r) = ∫₀^{kF} [sin²(kr + δ(k)) − sin²(kr)] dk.

The claim is that, as r → ∞,

r R(r) + ½ sin δ(kF) cos(2kF r + δ(kF)) → 0.

From sin²x = (1 − cos 2x)/2 and the formula for a difference of cosines,

sin²(a + d) − sin²a = ½ [cos 2a − cos(2a + 2d)] = sin d sin(2a + d).

With a = kr and d = δ(k), the integrand is sin δ sin(2kr + δ). Consider

F(k) = −½ sin δ(k) cos(2kr + δ(k)).

The product rule gives

F′ = −½ δ′ cos δ cos(2kr + δ) + ½ (2r + δ′) sin δ sin(2kr + δ)
= r sin δ sin(2kr + δ) − ½ δ′ cos(2kr + 2δ).

Integrating from 0 to kF, with F(0) = −½ sin δ(0) cos δ(0) = −¼ sin 2δ(0), yields an identity for every r:

r R(r) = ¼ sin 2δ(0) − ½ sin δ(kF) cos(2kF r + δ(kF)) + ½ ∫₀^{kF} δ′(k) cos(2kr + 2δ(k)) dk.

The last integral is the real part of ∫₀^{kF} e^{2ikr} δ′(k) e^{2iδ(k)} dk. This is a Fourier integral of a bounded function on a finite interval, so it vanishes as r → ∞ by the Riemann–Lebesgue lemma. The first term vanishes because sin δ(0) = 0, and the claim follows.

For the density, take radial waves √(2/π) sin(kr + δ), two spins and the sphere area 4πr². Then

Δρ(r) = 2 · (2/π) R(r) / (4πr²) = R(r)/(π²r²),

so r³ Δρ(r) = r R(r)/π² approaches −sin δ(kF) cos(2kF r + δ(kF))/(2π²).

## A hard sphere at one radius

For a hard sphere of radius b the s-wave phase shift is δ(k) = −kb. The higher partial waves, which a hard sphere also scatters, are left out here. Take kF = 1 and b = π/2, so that δ(kF) = −π/2 and the predicted tail of r R is ½ cos(2r − π/2) = ½ sin 2r. The integral is elementary:

r R(r) = ¼ sin 2r − ¼ [r/(r − b)] sin(2(r − b)).

At r = 41π/4 ≈ 32.2 we have sin 2r = 1, sin(2(r − b)) = −1 and r/(r − b) = 41/39. Hence r R = ¼ (1 + 41/39) = 20/39 ≈ 0.513, against the predicted 0.5.

## The quantities in Lean

```lean
import Mathlib

open Filter Set MeasureTheory
open scoped Topology Real

namespace FriedelOscillation

noncomputable section
```

The phase shift is a real function `δ`, and `radialChange δ kF r` is R(r).

```lean
/-- Change of the s-wave radial intensity at radius `r`, summed over the wave numbers from `0`
to `kF`, when the free waves `sin (k r)` become the scattered waves `sin (k r + δ k)`. -/
def radialChange (δ : ℝ → ℝ) (kF r : ℝ) : ℝ :=
  ∫ k in (0 : ℝ)..kF, (Real.sin (k * r + δ k) ^ 2 - Real.sin (k * r) ^ 2)
```

The density change carries the normalisation used above.

```lean
/-- Change of the electron density in the s channel: two spins, radial waves with amplitude
`√(2/π)`, spread over the sphere of area `4 π r²`. -/
def densityChange (δ : ℝ → ℝ) (kF r : ℝ) : ℝ :=
  2 * ((2 / π) * radialChange δ kF r) / (4 * π * r ^ 2)
```

The phase shift is given, not computed from a potential. The definitions use the outer wave form at every r, although inside the range of a potential the true waves differ. Bound states, higher angular momenta, electron–electron interaction and thermal smearing of the Fermi edge are absent, so this is the s-wave part of Friedel's oscillation and not the density around a general impurity.

## The exact identity

The first lemma is the product formula for the intensity change, obtained from the addition formulas and sin² + cos² = 1.

```lean
/-- The intensity change of one wave under a phase shift `d` is a product of two sines. -/
theorem intensity_change (a d : ℝ) :
    Real.sin (a + d) ^ 2 - Real.sin a ^ 2 = Real.sin d * Real.sin (2 * a + d) := by
  rw [Real.sin_add, Real.sin_add, Real.sin_two_mul, Real.cos_two_mul]
  linear_combination Real.sin a ^ 2 * Real.sin_sq_add_cos_sq d
    - Real.sin d ^ 2 * Real.sin_sq_add_cos_sq a
```

The next theorem is the identity for r R(r). Its hypotheses say that `δ'` is the derivative of `δ` on the closed interval, one-sided at the ends, and is continuous there. The step `hder` differentiates F at interior points; `hA` and `hB` supply integrability of the two parts of F′. The fundamental theorem of calculus then gives `h`, which is rearranged into the stated form.

```lean
/-- Exact form of the radial change at any `r`: boundary terms at the Fermi wave number and at
`k = 0`, and an oscillating integral over the derivative `δ'` of the phase shift. -/
theorem radialChange_exact {δ δ' : ℝ → ℝ} {kF : ℝ} (hK : 0 ≤ kF)
    (hδ : ∀ k ∈ Icc 0 kF, HasDerivWithinAt δ (δ' k) (Icc 0 kF) k)
    (hδ' : ContinuousOn δ' (Icc 0 kF)) (r : ℝ) :
    r * radialChange δ kF r = Real.sin (2 * δ 0) / 4
      - Real.sin (δ kF) * Real.cos (2 * kF * r + δ kF) / 2
      + (∫ k in (0 : ℝ)..kF, δ' k * Real.cos (2 * (k * r + δ k))) / 2 := by
  have hc : ContinuousOn δ (Icc 0 kF) := fun k hk => (hδ k hk).continuousWithinAt
  -- the primitive whose boundary values give the Friedel term
  have hder : ∀ x ∈ Ioo 0 kF,
      HasDerivAt (fun k => -(Real.sin (δ k) * Real.cos (2 * k * r + δ k)) / 2)
        (r * (Real.sin (x * r + δ x) ^ 2 - Real.sin (x * r) ^ 2)
          - δ' x * Real.cos (2 * (x * r + δ x)) / 2) x := by
    intro x hx
    have hd : HasDerivAt δ (δ' x) x :=
      (hδ x (Ioo_subset_Icc_self hx)).hasDerivAt (Icc_mem_nhds hx.1 hx.2)
    have h2 : HasDerivAt (fun k => 2 * k * r + δ k) (2 * r + δ' x) x :=
      ((((hasDerivAt_id' x).const_mul 2).mul_const r).fun_add hd).congr_deriv (by ring)
    have e2 : Real.cos (2 * (x * r + δ x)) = Real.cos (δ x) * Real.cos (2 * x * r + δ x)
        - Real.sin (δ x) * Real.sin (2 * x * r + δ x) := by
      rw [← Real.cos_add]
      congr 1
      ring
    refine ((hd.sin.fun_mul h2.cos).fun_neg.div_const 2).congr_deriv ?_
    rw [intensity_change, e2, ← mul_assoc 2 x r]
    ring
  have hA : IntervalIntegrable
      (fun k => r * (Real.sin (k * r + δ k) ^ 2 - Real.sin (k * r) ^ 2)) volume 0 kF :=
    ContinuousOn.intervalIntegrable_of_Icc hK (by fun_prop)
  have hB : IntervalIntegrable
      (fun k => δ' k * Real.cos (2 * (k * r + δ k)) / 2) volume 0 kF :=
    ContinuousOn.intervalIntegrable_of_Icc hK (by fun_prop)
  have h := intervalIntegral.integral_eq_sub_of_hasDerivAt_of_le hK (by fun_prop) hder
    (hA.sub hB)
  rw [intervalIntegral.integral_sub hA hB, intervalIntegral.integral_const_mul,
    intervalIntegral.integral_div] at h
  have e0 : 2 * 0 * r + δ 0 = δ 0 := by ring
  simp only [e0] at h
  unfold radialChange
  rw [Real.sin_two_mul]
  linear_combination h
```

## The vanishing remainder

Mathlib's Riemann–Lebesgue lemma concerns integrals over the whole line with the character e^{2πix}. The proof therefore extends `g` by zero outside the Fermi interval and evaluates the transform at frequency −r/π, which produces e^{2ikr}. No integrability of `g` is required, because Lean assigns the value 0 to a non-integrable integral; the function used below is continuous on the interval.

```lean
/-- Riemann–Lebesgue lemma on the Fermi interval: the Fourier integral of `g` over `[0, kF]`
vanishes at large distance. -/
theorem fourier_tendsto_zero {kF : ℝ} (hK : 0 ≤ kF) (g : ℝ → ℂ) :
    Tendsto (fun r : ℝ => ∫ k in (0 : ℝ)..kF, Complex.exp (2 * k * r * Complex.I) * g k)
      atTop (𝓝 0) := by
  have hw : Tendsto (fun r : ℝ => -(r / π)) atTop (cocompact ℝ) :=
    (tendsto_neg_atTop_atBot.comp (tendsto_id.atTop_div_const Real.pi_pos)).mono_right
      atBot_le_cocompact
  refine ((Real.tendsto_integral_exp_smul_cocompact (indicator (Ioc 0 kF) g)).comp hw).congr
    fun r => ?_
  rw [intervalIntegral.integral_of_le hK, ← integral_indicator measurableSet_Ioc]
  refine integral_congr_ae (Eventually.of_forall fun v => ?_)
  have he : ((Real.fourierChar (-(v * -(r / π))) : Circle) : ℂ)
      = Complex.exp (2 * v * r * Complex.I) := by
    have hp : π * (r / π) = r := by field_simp
    have h2 : 2 * π * (-(v * -(r / π))) = 2 * v * r := by linear_combination 2 * v * hp
    rw [Real.fourierChar_apply, h2]
    push_cast
    rfl
  by_cases hv : v ∈ Ioc 0 kF
  · simp only [indicator_of_mem hv, Circle.smul_def, he, smul_eq_mul]
  · simp only [indicator_of_notMem hv, smul_zero]
```

Setting g = δ′ e^{2iδ} and taking real parts gives the cosine integral.

```lean
/-- The oscillating integral over the derivative of the phase shift vanishes at large
distance. -/
theorem remainder_tendsto_zero {δ δ' : ℝ → ℝ} {kF : ℝ} (hK : 0 ≤ kF)
    (hδ : ContinuousOn δ (Icc 0 kF)) (hδ' : ContinuousOn δ' (Icc 0 kF)) :
    Tendsto (fun r : ℝ => ∫ k in (0 : ℝ)..kF, δ' k * Real.cos (2 * (k * r + δ k)))
      atTop (𝓝 0) := by
  have h := (Complex.continuous_re.tendsto 0).comp
    (fourier_tendsto_zero hK fun k => (δ' k : ℂ) * Complex.exp (2 * δ k * Complex.I))
  rw [Complex.zero_re] at h
  refine h.congr fun r => ?_
  have hi : IntervalIntegrable (fun k : ℝ => Complex.exp (2 * k * r * Complex.I) *
      ((δ' k : ℂ) * Complex.exp (2 * δ k * Complex.I))) volume 0 kF :=
    ContinuousOn.intervalIntegrable_of_Icc hK (by fun_prop)
  -- the real part of the Fourier integral is the cosine integral
  refine (Complex.reCLM.intervalIntegral_comp_comm hi).symm.trans
    (intervalIntegral.integral_congr fun k _ => ?_)
  have e : Complex.exp (2 * k * r * Complex.I) * ((δ' k : ℂ) * Complex.exp (2 * δ k * Complex.I))
      = (δ' k : ℂ) * Complex.exp (((2 * (k * r + δ k) : ℝ) : ℂ) * Complex.I) := by
    rw [mul_left_comm, ← Complex.exp_add]
    congr 2
    push_cast
    ring
  simp only [Complex.reCLM_apply]
  rw [e, Complex.re_ofReal_mul, Complex.exp_ofReal_mul_I_re]
```

## The limit, with and without the threshold condition

The hypothesis `ContDiffOn ℝ 1 δ (Icc 0 kF)` expresses continuous differentiability on [0, kF]. It supplies the derivative needed by the exact identity, and the remainder lemma then gives the limit ¼ sin 2δ(0) for any threshold value.

```lean
/-- Large-distance form of the radial change for any continuously differentiable phase shift:
after the Friedel term is added, `r` times the change tends to `sin (2 δ(0)) / 4`. -/
theorem radialChange_asymptotics {δ : ℝ → ℝ} {kF : ℝ} (hK : 0 < kF)
    (hδ : ContDiffOn ℝ 1 δ (Icc 0 kF)) :
    Tendsto (fun r => r * radialChange δ kF r
        + Real.sin (δ kF) * Real.cos (2 * kF * r + δ kF) / 2)
      atTop (𝓝 (Real.sin (2 * δ 0) / 4)) := by
  have hd : ∀ k ∈ Icc 0 kF,
      HasDerivWithinAt δ (derivWithin δ (Icc 0 kF) k) (Icc 0 kF) k :=
    fun k hk => (hδ.differentiableOn (by simp) k hk).hasDerivWithinAt
  have hc := hδ.continuousOn_derivWithin (uniqueDiffOn_Icc hK) le_rfl
  have h := ((remainder_tendsto_zero hK.le hδ.continuousOn hc).div_const 2).const_add
    (Real.sin (2 * δ 0) / 4)
  rw [zero_div, add_zero] at h
  refine h.congr fun r => ?_
  linear_combination -(radialChange_exact hK.le hd hc r)
```

The condition `h0` says that δ(0) is a multiple of π, the usual threshold behaviour for a short-range potential without a zero-energy s-wave resonance. It makes the constant vanish. At such a resonance δ(0) is an odd multiple of π/2, and the preceding theorem gives the limit 0 there too.

```lean
/-- Friedel oscillation in the s channel: if `sin δ(0) = 0`, then `r` times the radial change
approaches `-sin δ(kF) cos (2 kF r + δ(kF)) / 2` at large distance. -/
theorem friedel_oscillation {δ : ℝ → ℝ} {kF : ℝ} (hK : 0 < kF)
    (hδ : ContDiffOn ℝ 1 δ (Icc 0 kF)) (h0 : Real.sin (δ 0) = 0) :
    Tendsto (fun r => r * radialChange δ kF r
        + Real.sin (δ kF) * Real.cos (2 * kF * r + δ kF) / 2) atTop (𝓝 0) := by
  have h := radialChange_asymptotics hK hδ
  rwa [Real.sin_two_mul, h0, mul_zero, zero_mul, zero_div] at h
```

## The density tail and its amplitude

Dividing by π² converts the radial statement into one about the density. The conversion is made for r > 0, which is enough for a limit at infinity.

```lean
/-- If `sin δ(0) = 0`, the density change times `r³` approaches `-sin δ(kF) cos (2 kF r + δ(kF)) /
(2 π²)` at large distance. -/
theorem density_oscillation {δ : ℝ → ℝ} {kF : ℝ} (hK : 0 < kF)
    (hδ : ContDiffOn ℝ 1 δ (Icc 0 kF)) (h0 : Real.sin (δ 0) = 0) :
    Tendsto (fun r => r ^ 3 * densityChange δ kF r
        + Real.sin (δ kF) * Real.cos (2 * kF * r + δ kF) / (2 * π ^ 2)) atTop (𝓝 0) := by
  have h := (friedel_oscillation hK hδ h0).div_const (π ^ 2)
  rw [zero_div] at h
  refine h.congr' ?_
  filter_upwards [eventually_gt_atTop 0] with r hr
  have hp : π ≠ 0 := Real.pi_ne_zero
  have hr' : r ≠ 0 := hr.ne'
  unfold densityChange
  field_simp
  ring
```

The last theorem keeps the condition sin δ(0) = 0 and says that r³ Δρ(r) then tends to 0 exactly when sin δ(kF) = 0. If the sine is zero, the oscillating term is absent. Conversely, suppose r³ Δρ(r) → 0. Then the oscillating term must also tend to 0. At the radii

rₙ = (2πn − δ(kF))/(2kF), n = 0, 1, 2, …

which are positive for large n and tend to infinity, its cosine equals 1, so the term has the constant value sin δ(kF)/(2π²). A constant sequence that tends to 0 is 0, hence sin δ(kF) = 0.

```lean
/-- If `sin δ(0) = 0`, the density change decays faster than `1/r³` exactly when the sine of the
phase shift at the Fermi wave number is zero. -/
theorem faster_decay_iff {δ : ℝ → ℝ} {kF : ℝ} (hK : 0 < kF)
    (hδ : ContDiffOn ℝ 1 δ (Icc 0 kF)) (h0 : Real.sin (δ 0) = 0) :
    Tendsto (fun r => r ^ 3 * densityChange δ kF r) atTop (𝓝 0) ↔ Real.sin (δ kF) = 0 := by
  have h := density_oscillation hK hδ h0
  constructor
  · intro hz
    have hsub := h.sub hz
    rw [sub_zero] at hsub
    -- sample at radii where the cosine equals one
    have hs : Tendsto (fun n : ℕ => ((n : ℝ) * (2 * π) + -δ kF) / (2 * kF)) atTop atTop :=
      (tendsto_atTop_add_const_right _ (-δ kF)
        (tendsto_natCast_atTop_atTop.atTop_mul_const Real.two_pi_pos)).atTop_div_const
        (by positivity)
    have hlim : Tendsto (fun _ : ℕ => Real.sin (δ kF) / (2 * π ^ 2)) atTop (𝓝 0) := by
      refine (hsub.comp hs).congr fun n => ?_
      have e : 2 * kF * (((n : ℝ) * (2 * π) + -δ kF) / (2 * kF)) = n * (2 * π) + -δ kF := by
        field_simp
      simp only [Function.comp_apply]
      rw [add_sub_cancel_left, e, neg_add_cancel_right, Real.cos_nat_mul_two_pi, mul_one]
    have hq := tendsto_nhds_unique tendsto_const_nhds hlim
    exact (div_eq_zero_iff.mp hq).resolve_right (by positivity)
  · intro hF
    simpa only [hF, zero_mul, zero_div, add_zero] using h

end

end FriedelOscillation
```

```lean
#print axioms FriedelOscillation.friedel_oscillation
#print axioms FriedelOscillation.faster_decay_iff
```

```
'FriedelOscillation.friedel_oscillation' depends on axioms: [propext, Classical.choice, Quot.sound]
'FriedelOscillation.faster_decay_iff' depends on axioms: [propext, Classical.choice, Quot.sound]
```
